# Blocking levels strictly raises the ground energy of one pair with constant attraction

One electron pair moves over finitely many levels, each of which holds at most two electrons. Unpaired electrons may occupy, and so block, some of them. Let $d_i$ be the energy of the pair when it sits in level $i$, before attraction. In the usual notation with single-particle energies $\varepsilon_i$, this is $d_i=2\varepsilon_i$. A constant $G>0$ stands for an effective attraction that scatters the pair between any two levels with equal strength. It also lowers the energy of a pair that stays in its level. The Hamiltonian is

$$H_{ij}=d_i\,\delta_{ij}-G .$$

The ground energy $E$ is the least eigenvalue of $H$. For a set $B$ of blocked levels, $E'$ is the least eigenvalue after the rows and columns in $B$ are deleted. It is the energy of the pair alone, without the energies of the unpaired electrons. "Binding energy" here means $b=\min_i d_i-E$, with the minimum taken over the levels still available. It is not measured from a Fermi level, and a pair confined to a single level has $b=G$.

## A strict rise in energy, and a condition for weaker binding

If $B$ is nonempty and at least one level remains, then

$$E<E' .$$

If, in addition, a lowest level stays unblocked, the binding energy falls: $b'<b$. Without that condition it can grow. For levels $0,9,9$ with $G=2$, blocking the lowest level raises $b$ from 3 to 4.

In the smallest case there are two levels, $d_0$ and $d_1$. Blocking level 1 leaves $E'=d_0-G$, while

$$E=\frac{d_0+d_1}{2}-G-\sqrt{\Big(\frac{d_0-d_1}{2}\Big)^2+G^2}.$$

The square root exceeds $|d_0-d_1|/2$, so $E<E'$.

Strictness fails if $G>0$ is relaxed to $G\ge 0$. With $G=0$ and levels $0,1$, blocking the upper level leaves the ground energy at 0.

## Comparing blocked and unblocked sectors in a seniority code

A code that organises states by seniority, the number of unpaired electrons, can form a blocked sector by deleting rows and columns. For one pair with constant $G$, the lowest pair energy must then rise. In floating point the two values may round to the same number when the blocked level lies very high.

Reported binding energies need more care, because the reference level can move. An increase after the lowest level is blocked does not by itself indicate an error.

## A suitable amplitude on a blocked level lowers the energy

**Variational bound.** Every eigenvalue of $H-E$ is nonnegative, because adding $E$ to it gives an eigenvalue of $H$. The symmetric matrix $H-E$ is therefore positive semidefinite, and for every real vector $x$

$$E\sum_i x_i^2\le\sum_i d_i x_i^2-G\Big(\sum_i x_i\Big)^2 .$$

For $x\neq0$, division by $\sum_i x_i^2$ gives the usual bound on a normalised energy. A pair placed entirely in level $i$ gives $E\le d_i-G$.

**Nonzero amplitude sum.** Let $v$ be a ground state. Its eigenvalue equation is $d_iv_i-G\sum_jv_j=Ev_i$. If the sum vanished, a component $v_i\ne0$ would force $E=d_i$, which contradicts $E\le d_i-G<d_i$.

**Trial state.** Now let $v$ be a ground state on the unblocked levels, with $S=\sum_i v_i$ and $N=\sum_i v_i^2>0$. The previous step, applied to the blocked problem, gives $S\ne0$. Multiplying the eigenvalue equation by $v_i$ and summing gives

$$\sum_{i\notin B}d_iv_i^2=E'N+GS^2 .$$

Choose $k\in B$. Keep $v$ on the unblocked levels, put amplitude $t$ on level $k$, and put zero on the rest of $B$. The variational bound for the full problem becomes

$$E(N+t^2)\le E'N+GS^2+d_kt^2-G(S+t)^2 .$$

With $c=d_k-G-E\ge0$, this rearranges to

$$(E-E')N\le ct^2-2GSt .$$

Take $t=GS/(c+1)$, which is nonzero. Then $GSt=(c+1)t^2$, and the right side equals $-(c+2)t^2<0$. Since $N>0$, it follows that $E<E'$.

**Binding.** If a lowest level stays available, the reference energy $e=\min_i d_i$ is unchanged, so $b'=e-E'<e-E=b$.

**Levels 0, 9, 9.** After the lowest level is blocked, the normalised uniform state has energy $(18-2\cdot 2^2)/2=5$. Thus $E'\le5$ and $b'\ge9-5=4$. For the full problem, an eigenvector satisfies

$$(E+3)\sum_i v_i^2=(v_0-2v_1-2v_2)^2+6(v_1-v_2)^2\ge0 .$$

Thus $E\ge-3$ and $b\le3<4\le b'$. Both bounds are attained, which gives the values 3 and 4 above.

## Lean definitions and proofs for the blocked pair

```lean
import Mathlib

open Matrix

namespace PairBlocking

variable {ι : Type*} [Fintype ι] [DecidableEq ι]

/-- The Hamiltonian of one pair on the levels `d` with pairing strength `G`:
the diagonal matrix of the levels minus `G` times the all-ones matrix. -/
def pairHamiltonian (d : ι → ℝ) (G : ℝ) : Matrix ι ι ℝ :=
  Matrix.diagonal d - G • Matrix.of fun _ _ => (1 : ℝ)

/-- `E` is the ground energy of `H`: the least of its real eigenvalues. -/
def IsGroundEnergy (H : Matrix ι ι ℝ) (E : ℝ) : Prop :=
  IsLeast {μ : ℝ | ∃ v : ι → ℝ, v ≠ 0 ∧ H *ᵥ v = μ • v} E

/-- The levels left to the pair when those in `B` are blocked. -/
def remaining (d : ι → ℝ) (B : Finset ι) : {i // i ∉ B} → ℝ := fun i => d i

/-- `b` is the binding energy of the pair: the lowest level minus the ground energy. -/
def IsPairBinding (d : ι → ℝ) (G b : ℝ) : Prop :=
  ∃ E e, IsGroundEnergy (pairHamiltonian d G) E ∧ IsLeast (Set.range d) e ∧ b = e - E

/-- The Hamiltonian multiplies each amplitude by its level and subtracts `G` times
the sum of all amplitudes. -/
theorem pair_mulVec (d : ι → ℝ) (G : ℝ) (v : ι → ℝ) (i : ι) :
    (pairHamiltonian d G *ᵥ v) i = d i * v i - G * ∑ j, v j := by
  simp [pairHamiltonian, Matrix.mulVec, dotProduct, Matrix.diagonal_apply, sub_mul,
    Finset.sum_sub_distrib, Finset.mul_sum]

omit [Fintype ι] in
/-- The pair Hamiltonian is Hermitian. -/
theorem pair_isHermitian (d : ι → ℝ) (G : ℝ) : (pairHamiltonian d G).IsHermitian := by
  refine Matrix.IsHermitian.ext fun i j => ?_
  rcases eq_or_ne i j with rfl | h
  · simp
  · simp [pairHamiltonian, Matrix.diagonal_apply_ne _ h, Matrix.diagonal_apply_ne _ h.symm]

/-- Variational principle: the energy form of any real trial state is at least the ground
energy times its squared norm. -/
theorem variational_bound {d : ι → ℝ} {G E : ℝ}
    (hE : IsGroundEnergy (pairHamiltonian d G) E) (x : ι → ℝ) :
    E * ∑ i, x i ^ 2 ≤ ∑ i, d i * x i ^ 2 - G * (∑ i, x i) ^ 2 := by
  -- shifting all levels by `E` gives a positive semidefinite Hamiltonian
  have hA := pair_isHermitian (fun i => d i - E) G
  have hps : (pairHamiltonian (fun i => d i - E) G).PosSemidef := by
    refine hA.posSemidef_iff_eigenvalues_nonneg.mpr fun j => ?_
    have h : E ≤ hA.eigenvalues j + E := by
      refine hE.2 ⟨(hA.eigenvectorBasis j).ofLp, fun h =>
        hA.eigenvectorBasis.orthonormal.ne_zero j (by ext i; exact congrFun h i), ?_⟩
      ext i
      have h := congrFun (hA.mulVec_eigenvectorBasis j) i
      simp only [pair_mulVec, Pi.smul_apply, smul_eq_mul] at h ⊢
      linear_combination h
    change 0 ≤ hA.eigenvalues j
    linarith
  have h := hps.dotProduct_mulVec_nonneg x
  have h2 : ∀ S : ℝ, ∑ i, x i * ((d i - E) * x i - G * S)
      = ∑ i, d i * x i ^ 2 - E * ∑ i, x i ^ 2 - G * S * ∑ i, x i := by
    intro S
    rw [Finset.mul_sum, Finset.mul_sum, ← Finset.sum_sub_distrib, ← Finset.sum_sub_distrib]
    exact Finset.sum_congr rfl fun i _ => by ring
  simp only [dotProduct, pair_mulVec, Pi.star_apply, star_trivial] at h
  rw [h2] at h
  nlinarith [h]

/-- The ground energy lies at or below every level lowered by `G`. -/
theorem ground_le_level {d : ι → ℝ} {G E : ℝ}
    (hE : IsGroundEnergy (pairHamiltonian d G) E) (i : ι) : E ≤ d i - G := by
  have h := variational_bound hE (fun j => if j = i then 1 else 0)
  simp [ite_pow] at h
  linarith

/-- For `G > 0` the amplitudes of a ground state do not sum to zero. -/
theorem ground_sum_ne_zero {d : ι → ℝ} {G E : ℝ} (hG : 0 < G)
    (hE : IsGroundEnergy (pairHamiltonian d G) E) {v : ι → ℝ} (hv0 : v ≠ 0)
    (hv : pairHamiltonian d G *ᵥ v = E • v) : ∑ i, v i ≠ 0 := by
  intro hS
  obtain ⟨i, hi⟩ := Function.ne_iff.mp hv0
  have h := congrFun hv i
  rw [pair_mulVec, hS, Pi.smul_apply, smul_eq_mul] at h
  have h1 : (d i - E) * v i = 0 := by linear_combination h
  have h2 := (mul_eq_zero.mp h1).resolve_right hi
  linarith [ground_le_level hE i]

/-- For `G > 0`, blocking a nonempty set of levels, with at least one level left unblocked, strictly
raises the ground energy of the pair. -/
theorem blocking_raises_energy {d : ι → ℝ} {G E E' : ℝ} (hG : 0 < G) {B : Finset ι}
    (hB : B.Nonempty) (hE : IsGroundEnergy (pairHamiltonian d G) E)
    (hE' : IsGroundEnergy (pairHamiltonian (remaining d B) G) E') : E < E' := by
  obtain ⟨k, hk⟩ := hB
  obtain ⟨v, hv0, hv⟩ := hE'.1
  have hS := ground_sum_ne_zero hG hE' hv0 hv
  obtain ⟨S, hSdef⟩ : ∃ S, S = ∑ i, v i := ⟨_, rfl⟩
  rw [← hSdef] at hS
  have hen : ∑ i : {i // i ∉ B}, d i * v i ^ 2 = E' * ∑ i, v i ^ 2 + G * S * S := by
    conv_rhs => rw [show G * S * S = G * S * ∑ i, v i by rw [← hSdef]]
    rw [Finset.mul_sum, Finset.mul_sum, ← Finset.sum_add_distrib]
    refine Finset.sum_congr rfl fun i _ => ?_
    have h := congrFun hv i
    rw [pair_mulVec, ← hSdef] at h
    change d i * v i - G * S = E' * v i at h
    linear_combination v i * h
  have hc := ground_le_level hE k
  -- the amplitude `t` to be placed on the blocked level `k`
  obtain ⟨t, ht⟩ : ∃ t : ℝ, t * (d k - G - E + 1) = G * S :=
    ⟨G * S / (d k - G - E + 1), div_mul_cancel₀ _ (by linarith : 0 < d k - G - E + 1).ne'⟩
  have ht0 : t ≠ 0 := by
    rintro rfl
    rw [zero_mul] at ht
    exact mul_ne_zero hG.ne' hS ht.symm
  obtain ⟨w, hw1, hw2, hw3⟩ : ∃ w : ι → ℝ, (∀ i : {i // i ∉ B}, w i = v i) ∧ w k = t ∧
      ∀ i ∈ B, i ≠ k → w i = 0 :=
    ⟨fun i => if h : i ∉ B then v ⟨i, h⟩ else if i = k then t else 0,
      fun i => dif_pos i.2, by simp [hk], fun i hi hik => by simp [hi, hik]⟩
  have split : ∀ F : ι → ℝ → ℝ, (∀ i, F i 0 = 0) →
      ∑ i, F i (w i) = ∑ i : {i // i ∉ B}, F i (v i) + F k t := by
    intro F hF
    rw [← Fintype.sum_subtype_add_sum_subtype (fun i => i ∉ B) (fun i => F i (w i))]
    refine congrArg₂ (· + ·) (Finset.sum_congr rfl fun i _ => by rw [hw1]) ?_
    refine (Fintype.sum_eq_single ⟨k, not_not.mpr hk⟩ fun i hi => ?_).trans ?_
    · rw [hw3 i (not_not.mp i.2) (fun h => hi (Subtype.ext h)), hF]
    · change F k (w k) = F k t
      rw [hw2]
  have s1 := split (fun _ y => y ^ 2) (by simp)
  have s2 := split (fun i y => d i * y ^ 2) (by simp)
  have s3 := split (fun _ y => y) (by simp)
  beta_reduce at s1 s2 s3
  have var := variational_bound hE w
  rw [s1, s2, s3, ← hSdef, hen] at var
  -- if the energy had not risen, this trial state would violate the variational bound
  by_contra hle
  have hN : 0 ≤ ∑ i, v i ^ 2 := Finset.sum_nonneg fun i _ => sq_nonneg _
  have h1 := mul_nonneg (sub_nonneg.mpr (not_lt.mp hle)) hN
  have h2 : 0 < t ^ 2 * (d k - G - E + 2) := mul_pos (by positivity) (by linarith)
  have h3 : t * (t * (d k - G - E + 1)) = t * (G * S) := by rw [ht]
  nlinarith [h1, h2, h3, var]

/-- For `G > 0`, blocking a nonempty set of levels strictly lowers the binding energy,
provided a lowest level `m` stays unblocked. -/
theorem blocking_weakens_binding {d : ι → ℝ} {G b b' : ℝ} (hG : 0 < G) {B : Finset ι}
    (hB : B.Nonempty) {m : ι} (hm : m ∉ B) (hmin : ∀ i, d m ≤ d i)
    (hb : IsPairBinding d G b) (hb' : IsPairBinding (remaining d B) G b') : b' < b := by
  obtain ⟨E, e, hE, he, rfl⟩ := hb
  obtain ⟨E', e', hE', he', rfl⟩ := hb'
  have h1 : e' ≤ d m := he'.2 ⟨⟨m, hm⟩, rfl⟩
  obtain ⟨i, hi⟩ := he.1
  linarith [hmin i, blocking_raises_energy hG hB hE hE']

/-- For levels 0, 9, 9 and `G = 2`, blocking the lowest level strictly raises the
binding energy. -/
theorem binding_can_grow {b b' : ℝ} (hb : IsPairBinding (![0, 9, 9] : Fin 3 → ℝ) 2 b)
    (hb' : IsPairBinding (remaining (![0, 9, 9] : Fin 3 → ℝ) {0}) 2 b') : b < b' := by
  obtain ⟨E, e, hE, he, rfl⟩ := hb
  obtain ⟨E', e', hE', he', rfl⟩ := hb'
  have hr : remaining (![0, 9, 9] : Fin 3 → ℝ) {0} = fun _ => 9 := by
    funext ⟨i, hi⟩
    fin_cases i
    · exact absurd (Finset.mem_singleton_self _) hi
    · rfl
    · rfl
  have hc : Fintype.card {i : Fin 3 // i ∉ ({0} : Finset (Fin 3))} = 2 := by decide
  rw [hr] at hE' he'
  have he0 : e ≤ 0 := he.2 ⟨0, rfl⟩
  obtain ⟨i, hi⟩ := he'.1
  have he9 : (9 : ℝ) = e' := hi
  -- the uniform trial state bounds the blocked ground energy by 5
  have h5 := variational_bound hE' (fun _ => 1)
  simp only [one_pow, mul_one, Finset.sum_const, Finset.card_univ, hc, nsmul_eq_mul] at h5
  norm_num at h5
  -- a sum of squares bounds the unblocked ground energy from below by -3
  have h3 : -3 ≤ E := by
    obtain ⟨v, hv0, hv⟩ := hE.1
    obtain ⟨j, hj⟩ := Function.ne_iff.mp hv0
    have hj' : v j ≠ 0 := hj
    have hp : 0 < v j ^ 2 := by positivity
    have hs := Finset.single_le_sum (f := fun i => v i ^ 2)
      (fun i _ => sq_nonneg (v i)) (Finset.mem_univ j)
    rw [Fin.sum_univ_three] at hs
    have hN : 0 < v 0 ^ 2 + v 1 ^ 2 + v 2 ^ 2 := hp.trans_le hs
    have h : ∀ i, (![0, 9, 9] : Fin 3 → ℝ) i * v i - 2 * (v 0 + v 1 + v 2) = E * v i :=
      fun i => by
        simpa only [pair_mulVec, Fin.sum_univ_three, Pi.smul_apply, smul_eq_mul]
          using congrFun hv i
    have h0 : 0 * v 0 - 2 * (v 0 + v 1 + v 2) = E * v 0 := h 0
    have h1 : 9 * v 1 - 2 * (v 0 + v 1 + v 2) = E * v 1 := h 1
    have h2 : 9 * v 2 - 2 * (v 0 + v 1 + v 2) = E * v 2 := h 2
    have q : (E + 3) * (v 0 ^ 2 + v 1 ^ 2 + v 2 ^ 2)
        = (v 0 - 2 * v 1 - 2 * v 2) ^ 2 + 6 * (v 1 - v 2) ^ 2 := by
      linear_combination -(v 0 * h0) - v 1 * h1 - v 2 * h2
    by_contra hlt
    have hneg := mul_neg_of_neg_of_pos (by linarith [not_le.mp hlt] : E + 3 < 0) hN
    nlinarith [sq_nonneg (v 0 - 2 * v 1 - 2 * v 2), sq_nonneg (v 1 - v 2)]
  linarith

end PairBlocking
```

```lean
#print axioms PairBlocking.blocking_raises_energy
-- 'PairBlocking.blocking_raises_energy' depends on axioms: [propext, Classical.choice, Quot.sound]
#print axioms PairBlocking.blocking_weakens_binding
-- 'PairBlocking.blocking_weakens_binding' depends on axioms: [propext, Classical.choice, Quot.sound]
#print axioms PairBlocking.binding_can_grow
-- 'PairBlocking.binding_can_grow' depends on axioms: [propext, Classical.choice, Quot.sound]
```

The finite type `ι` labels the levels, and `pairHamiltonian d G` is $H$. `IsGroundEnergy H E` says that $E$ is the least real number with a nonzero real eigenvector, which need not be normalised. `remaining d B` restricts the levels to those outside `B`. `IsPairBinding d G b` says that $b$ is the lowest level minus the ground energy.

`blocking_raises_energy` says that if $G>0$, `B` is nonempty, and $E$ and $E'$ are the ground energies of the full and blocked problems, then $E<E'$. A single blocked level is the case where `B` has one element. `blocking_weakens_binding` adds an unblocked level `m` with $d_m\le d_i$ for all $i$, and concludes $b'<b$. `binding_can_grow` states $b<b'$ for the three-level example.

The supporting lemmas follow the derivation:

- `pair_mulVec` writes out the action of $H$, and `pair_isHermitian` gives the symmetry that the spectral theorem needs.
- `variational_bound` shifts the levels by $E$ and turns nonnegative eigenvalues into a nonnegative quadratic form.
- `ground_le_level` inserts a state confined to one level, and `ground_sum_ne_zero` excludes a zero amplitude sum.

In `blocking_raises_energy`, `hen` is the energy identity for the blocked ground state, and `w` is the trial state. The auxiliary statement `split` separates a sum over all levels into the unblocked part and the contribution of level $k$. It is applied to the norm, the level energy and the amplitude sum. The last `nlinarith` combines the variational bound with the choice of $t$ to contradict $E'\le E$.

The binding theorem compares the two reference levels and then uses the energy theorem. The three-level proof obtains its upper bound from `variational_bound` and its lower bound from the sum of squares, assembled by `linear_combination`.

## Ground energies as inputs, blocking as deletion

For $G>0$, the inequality $E<E'$ holds for all real levels, including degenerate ones, and for any nonempty blocked set that leaves a level free. The inequality $b'<b$ also needs a lowest level to stay unblocked. Neither gives a size for the change or says anything about the accuracy of an eigensolver.

The theorems take the ground energies as given and do not prove that they exist. For a nonempty set of levels, existence is the standard spectral theorem for real symmetric matrices. If every level is blocked, there is no eigenvector and hence no $E'$ to compare.

The step from the matrix to electrons is that an unpaired electron acts on the pair only by removing its level. This is exact for the reduced pairing Hamiltonian, where a singly occupied level can neither receive nor release a pair. In a molecular Hamiltonian, the unpaired electron also interacts with the pair through Coulomb and exchange terms, and seniority is generally not conserved. The result also concerns a single pair, so it does not order the energies of blocked states with several pairs.
